# Fast partner-spin flips collapse a scalar doublet to a narrowing line in a two-site exchange model

## Two magnetizations exchanged by flips

A spin has a scalar coupling to one spin-1/2 partner. Its resonance is a doublet, with one component for each partner state. In the frame rotating at the centre of the doublet, the components have angular offsets $a$ and $-a$; for a coupling constant $J$ in hertz, $a=\pi J$. Their complex transverse magnetizations are $m_0$ and $m_1$.

The partner flips at rate $k$, the same in both directions, and each flip moves magnetization from one component to the other. The rate is postulated: it stands for the longitudinal relaxation of the partner, whose population difference decays at $2k$. The equations of motion are

$$
\dot m_0=(ia-k)\,m_0+k\,m_1,\qquad \dot m_1=k\,m_0+(-ia-k)\,m_1 .
$$

The model assumes weak coupling and equal partner populations, and it has no other source of transverse relaxation. For such an isolated pair, the results below give closed-form values against which an NMR lineshape simulation can be compared.

```lean
import Mathlib

open Matrix Filter Topology

namespace ScalarDoubletCollapse

noncomputable section
```

In the code, `exchangeMatrix a k` is the matrix $M$ of $\dot m=Mm$. The parameters are real, the entries complex, and the indices 0 and 1 label the components at $+a$ and $-a$.

```lean
/-- Evolution matrix of the two doublet components, at angular offsets `a` and `-a`,
exchanged by partner-spin flips at rate `k`. -/
def exchangeMatrix (a k : ℝ) : Matrix (Fin 2) (Fin 2) ℂ :=
  !![Complex.I * a - k, k; k, -(Complex.I * a) - k]
```

A mode is an eigenvalue of $M$: a complex number $\mu$ for which some nonzero vector $v$ satisfies $Mv=\mu v$. A solution proportional to $v$ evolves as $e^{\mu t}$, so $-\operatorname{Re}\mu$ is its decay rate and $\operatorname{Im}\mu$ its angular frequency.

```lean
/-- The complex number `μ` is an eigenvalue of the evolution matrix. -/
def IsMode (a k : ℝ) (μ : ℂ) : Prop :=
  ∃ v : Fin 2 → ℂ, v ≠ 0 ∧ exchangeMatrix a k *ᵥ v = μ • v
```

For fast flips, $k\ge|a|$, two real rates will appear. The smaller is

$$
r_-=k-\sqrt{k^2-a^2}.
$$

```lean
/-- The smaller decay rate in the fast-flip regime `|a| ≤ k`. -/
def narrowRate (a k : ℝ) : ℝ := k - √(k ^ 2 - a ^ 2)
```

The larger is

$$
r_+=k+\sqrt{k^2-a^2}.
$$

Lean's real square root returns 0 on negative numbers, so for $|k|<|a|$ both definitions return $k$. For $0<k<|a|$ this is the decay rate shared by the two modes, which then also oscillate.

```lean
/-- The larger decay rate in the fast-flip regime `|a| ≤ k`. -/
def broadRate (a k : ℝ) : ℝ := k + √(k ^ 2 - a ^ 2)
```

## Eigenvalues on either side of $k=a$

A nonzero $v$ with $(M-\mu)v=0$ exists exactly when the determinant vanishes, and

$$
\det(M-\mu)=(ia-k-\mu)(-ia-k-\mu)-k^2=(\mu+k)^2+a^2-k^2 .
$$

The modes are therefore the solutions of $(\mu+k)^2=k^2-a^2$. The proof follows the same route: `h` rewrites the eigenvalue equation as a kernel condition, `hd` computes the determinant, and a Mathlib lemma links the two.

```lean
/-- The eigenvalues are the solutions of the characteristic equation
`(μ + k)² = k² - a²`. -/
theorem isMode_iff (a k : ℝ) (μ : ℂ) :
    IsMode a k μ ↔ (μ + k) ^ 2 = (k : ℂ) ^ 2 - (a : ℂ) ^ 2 := by
  have h : IsMode a k μ ↔
      ∃ v : Fin 2 → ℂ, v ≠ 0 ∧ (exchangeMatrix a k - μ • 1) *ᵥ v = 0 := by
    simp only [IsMode, Matrix.sub_mulVec, Matrix.smul_mulVec, Matrix.one_mulVec, sub_eq_zero]
  have hd : (exchangeMatrix a k - μ • 1).det
      = (μ + k) ^ 2 - ((k : ℂ) ^ 2 - (a : ℂ) ^ 2) := by
    rw [Matrix.det_fin_two]
    simp [exchangeMatrix]
    linear_combination (-(a : ℂ) ^ 2) * Complex.I_sq
  rw [h, Matrix.exists_mulVec_eq_zero_iff, hd, sub_eq_zero]
```

When $k^2\le a^2$, put $s=\sqrt{a^2-k^2}$. The characteristic equation becomes $(\mu+k)^2=-s^2$, or

$$
(\mu+k-is)(\mu+k+is)=0,
$$

so $\mu=-k\pm is$. Both modes decay at rate $k$, and as $k$ rises from 0 to $a$ their frequencies $\pm s$ move together. These are not the peak positions: when the two magnetizations start equal, the maxima in the absorption spectrum of $m_0+m_1$ lie at $\pm\sqrt{a^2-2k^2}$ and merge already at $k=a/\sqrt2$. In Lean, `hf` is this factorisation, and each vanishing factor gives one eigenvalue. The converse is direct substitution.

```lean
/-- For slow flips, `k² ≤ a²`, the eigenvalues are `-k ± i√(a² - k²)`. -/
theorem isMode_slow {a k : ℝ} (h : k ^ 2 ≤ a ^ 2) (μ : ℂ) :
    IsMode a k μ ↔ μ = -k + Complex.I * (√(a ^ 2 - k ^ 2) : ℝ) ∨
      μ = -k - Complex.I * (√(a ^ 2 - k ^ 2) : ℝ) := by
  have hs : ((√(a ^ 2 - k ^ 2) : ℝ) : ℂ) ^ 2 = (a : ℂ) ^ 2 - (k : ℂ) ^ 2 := by
    exact_mod_cast Real.sq_sqrt (sub_nonneg.2 h)
  rw [isMode_iff]
  generalize ((√(a ^ 2 - k ^ 2) : ℝ) : ℂ) = s at hs ⊢
  constructor
  · intro e
    have hf : (μ + k - Complex.I * s) * (μ + k + Complex.I * s) = 0 := by
      linear_combination e - s ^ 2 * Complex.I_sq + hs
    rcases mul_eq_zero.1 hf with h1 | h1
    · left; linear_combination h1
    · right; linear_combination h1
  · rintro (rfl | rfl) <;> linear_combination s ^ 2 * Complex.I_sq - hs
```

When $a^2\le k^2$, the number $s=\sqrt{k^2-a^2}$ is real and the factors are $(\mu+k-s)(\mu+k+s)=0$. Hence $\mu=-r_-$ or $\mu=-r_+$: the oscillation has gone, and two decay rates remain. The proof has the same shape as before.

```lean
/-- For fast flips, `a² ≤ k²`, the eigenvalues are real: minus the narrow rate and minus
the broad rate. -/
theorem isMode_fast {a k : ℝ} (h : a ^ 2 ≤ k ^ 2) (μ : ℂ) :
    IsMode a k μ ↔ μ = -(narrowRate a k : ℂ) ∨ μ = -(broadRate a k : ℂ) := by
  have hs : ((√(k ^ 2 - a ^ 2) : ℝ) : ℂ) ^ 2 = (k : ℂ) ^ 2 - (a : ℂ) ^ 2 := by
    exact_mod_cast Real.sq_sqrt (sub_nonneg.2 h)
  rw [isMode_iff, narrowRate, broadRate, Complex.ofReal_sub, Complex.ofReal_add]
  generalize ((√(k ^ 2 - a ^ 2) : ℝ) : ℂ) = s at hs ⊢
  constructor
  · intro e
    have hf : (μ + k - s) * (μ + k + s) = 0 := by linear_combination e - hs
    rcases mul_eq_zero.1 hf with h1 | h1
    · left; linear_combination h1
    · right; linear_combination h1
  · rintro (rfl | rfl) <;> linear_combination hs
```

## The narrow rate for fast flips

The two rates have a fixed product,

$$
r_-r_+=k^2-(k^2-a^2)=a^2 ,
$$

so for fixed $a\ne0$ and $k\ge|a|$, when one grows the other must shrink.

```lean
/-- For `a² ≤ k²` the product of the two decay rates is `a²`. -/
theorem narrowRate_mul_broadRate {a k : ℝ} (h : a ^ 2 ≤ k ^ 2) :
    narrowRate a k * broadRate a k = a ^ 2 := by
  have hs := Real.sq_sqrt (sub_nonneg.2 h)
  unfold narrowRate broadRate
  linear_combination -hs
```

For $k>|a|$ the square root equals $k\sqrt{1-a^2/k^2}$. Dividing $a^2$ by $r_+$ and multiplying by $k$ gives

$$
k\,r_-=\frac{a^2}{1+\sqrt{1-a^2/k^2}}\;\longrightarrow\;\frac{a^2}{2}\qquad(k\to\infty).
$$

At large $k$ the narrow rate is thus close to $a^2/(2k)$. Lean first finds the limit of the fraction (`h2`, `h3`), and then shows that the fraction agrees with $k\,r_-$ once $k>|a|$. That is enough, because a limit at infinity depends only on large $k$.

```lean
/-- As the flip rate grows, `k` times the narrow rate tends to `a²/2`. -/
theorem tendsto_mul_narrowRate (a : ℝ) :
    Tendsto (fun k : ℝ => k * narrowRate a k) atTop (𝓝 (a ^ 2 / 2)) := by
  have h1 : Tendsto (fun k : ℝ => a ^ 2 / k ^ 2) atTop (𝓝 0) :=
    tendsto_const_nhds.div_atTop (tendsto_pow_atTop two_ne_zero)
  have h2 : Tendsto (fun k : ℝ => a ^ 2 / (1 + √(1 - a ^ 2 / k ^ 2))) atTop
      (𝓝 (a ^ 2 / (1 + √(1 - 0)))) :=
    tendsto_const_nhds.div (tendsto_const_nhds.add (tendsto_const_nhds.sub h1).sqrt)
      (by positivity)
  have h3 : a ^ 2 / (1 + √(1 - 0)) = a ^ 2 / 2 := by
    rw [sub_zero, Real.sqrt_one]; norm_num
  rw [h3] at h2
  refine h2.congr' ?_
  filter_upwards [eventually_gt_atTop |a|] with k hk
  have hk0 : 0 < k := lt_of_le_of_lt (abs_nonneg a) hk
  have hak : a ^ 2 ≤ k ^ 2 := sq_le_sq.2 (by rw [abs_of_pos hk0]; exact hk.le)
  -- pull the factor k out of the square root
  have he : k ^ 2 - a ^ 2 = k ^ 2 * (1 - a ^ 2 / k ^ 2) := by field_simp
  have hr : √(k ^ 2 - a ^ 2) = k * √(1 - a ^ 2 / k ^ 2) := by
    rw [he, Real.sqrt_mul (sq_nonneg k), Real.sqrt_sq hk0.le]
  have hs := Real.sq_sqrt (sub_nonneg.2 hak)
  rw [hr] at hs
  rw [narrowRate, hr, div_eq_iff (by positivity)]
  linear_combination hs
```

The main theorem takes $a>0$ and joins three statements:

- For $0<k\le a$, every mode has real part $-k$.
- For $k>a$, the rates satisfy $0<r_-<r_+$, and the modes are exactly $-r_-$ and $-r_+$.
- As $k\to\infty$, $k\bigl(k-\sqrt{k^2-a^2}\bigr)\to a^2/2$.

The first is read off from the slow-flip formula. For the second, $k>a$ makes the square root positive, which separates the rates, and $a>0$ makes it smaller than $k$, which keeps $r_-$ positive.

The condition $a>0$ matters. Take $a=0$ and $k=1$: then $r_-=1-1=0$, and the eigenvalues are $0$ and $-2$. Without an offset, flips only shuffle magnetization between two identical components, and the total never decays.

```lean
/-- Collapse of a doublet with `a > 0`: eigenvalues have real part `-k` for `0 < k ≤ a`;
for `k > a` they are minus two distinct positive rates; and `k(k - √(k² - a²))` tends to
`a²/2` as `k` grows. -/
theorem doublet_collapse {a : ℝ} (ha : 0 < a) :
    (∀ k : ℝ, 0 < k → k ≤ a → ∀ μ, IsMode a k μ → μ.re = -k) ∧
    (∀ k : ℝ, a < k → 0 < narrowRate a k ∧ narrowRate a k < broadRate a k ∧
      ∀ μ, IsMode a k μ ↔ μ = -(narrowRate a k : ℂ) ∨ μ = -(broadRate a k : ℂ)) ∧
    Tendsto (fun k : ℝ => k * (k - √(k ^ 2 - a ^ 2))) atTop (𝓝 (a ^ 2 / 2)) := by
  refine ⟨fun k hk hka μ hμ => ?_, fun k hk => ?_, tendsto_mul_narrowRate a⟩
  · rcases (isMode_slow (by nlinarith) μ).1 hμ with rfl | rfl <;> simp
  · have hlt : a ^ 2 < k ^ 2 := by nlinarith
    have hs : 0 < √(k ^ 2 - a ^ 2) := Real.sqrt_pos.2 (sub_pos.2 hlt)
    have hn : √(k ^ 2 - a ^ 2) < k := (Real.sqrt_lt' (ha.trans hk)).2 (by nlinarith)
    exact ⟨sub_pos.2 hn, by unfold narrowRate broadRate; linarith, isMode_fast hlt.le⟩
```

The line also keeps narrowing. For $a>0$ and $k\ge a$, the rate $r_+$ strictly increases with $k$, since $k$ does and the square root does not decrease. As $r_-=a^2/r_+$, the narrow rate strictly decreases. `StrictAntiOn` on `Set.Ici a` says this for the half-line $k\ge a$, endpoint included.

Lean argues by contradiction. For $x<y$, suppose $r_-(x)\le r_-(y)$. Then

$$
a^2=r_-(x)r_+(x)\le r_-(y)r_+(x)<r_-(y)r_+(y)=a^2 ,
$$

which is impossible.

```lean
/-- For `a > 0` the narrow rate strictly decreases with the flip rate on `k ≥ a`. -/
theorem narrowRate_strictAntiOn {a : ℝ} (ha : 0 < a) :
    StrictAntiOn (narrowRate a) (Set.Ici a) := by
  intro x hx y _ hxy
  have hx' : a ≤ x := hx
  have px := narrowRate_mul_broadRate (a := a) (k := x) (by nlinarith)
  have py := narrowRate_mul_broadRate (a := a) (k := y) (by nlinarith)
  have hq : √(x ^ 2 - a ^ 2) ≤ √(y ^ 2 - a ^ 2) := Real.sqrt_le_sqrt (by nlinarith)
  have hb : broadRate a x < broadRate a y := by unfold broadRate; linarith
  have hb0 : 0 < broadRate a x := by
    have := Real.sqrt_nonneg (x ^ 2 - a ^ 2)
    unfold broadRate; linarith
  have hn : 0 < narrowRate a y :=
    sub_pos.2 ((Real.sqrt_lt' (by linarith)).2 (by nlinarith))
  -- the product of the rates is fixed, so a larger broad rate forces a smaller narrow one
  by_contra hcon
  have hle := not_lt.1 hcon
  nlinarith [mul_le_mul_of_nonneg_right hle hb0.le, mul_pos hn (sub_pos.2 hb)]
```

## The weight of each decay in the signal

Two real eigenvalues do not yet make a single Lorentzian line, because the signal could contain both decays in comparable amounts. The amplitudes come from solving the equations of motion.

The first ingredient is the scalar equation $\dot f=-rf$. The product $f(t)e^{rt}$ has derivative zero, so it is constant and $f(t)=f(0)e^{-rt}$.

```lean
/-- A complex function of time obeying `f' = -r f` at every real time, with `r` real, equals
`f(0) exp(-r t)`. -/
theorem exponential_decay {f : ℝ → ℂ} (r : ℝ)
    (hf : ∀ t, HasDerivAt f (-(r : ℂ) * f t) t) (t : ℝ) :
    f t = f 0 * Complex.exp (-(r * t)) := by
  have hg : ∀ t : ℝ, HasDerivAt (fun t : ℝ => f t * Complex.exp (r * t)) 0 t := by
    intro t
    have h0 : HasDerivAt (fun t : ℝ => (t : ℂ)) 1 t := by
      exact (Complex.ofRealCLM.hasDerivAt (x := t)).congr_deriv (by simp)
    exact ((hf t).fun_mul (h0.const_mul (r : ℂ)).cexp).congr_deriv (by ring)
  have h := is_const_of_deriv_eq_zero (fun t => (hg t).differentiableAt)
    (fun t => (hg t).deriv) t 0
  simp only [Complex.ofReal_zero, mul_zero, Complex.exp_zero, mul_one] at h
  rw [← h, Complex.exp_neg, mul_assoc, mul_inv_cancel₀ (Complex.exp_ne_zero _), mul_one]
```

Now let $S=m_0+m_1$ and $D=m_0-m_1$. Adding and subtracting the equations of motion gives

$$
\dot S=iaD,\qquad \dot D=iaS-2kD .
$$

Choose numbers $r,q$ with $r+q=2k$ and $rq=a^2$, and set $F=iaD+qS$. Then

$$
\dot F=-a^2S-(2k-q)\,iaD=-r\,(qS+iaD)=-rF .
$$

A short pulse that acts alike on both components, applied at equilibrium with equal partner populations, leaves their transverse magnetizations equal. Scaling the total initial magnetization to 1, with its phase taken as zero, gives $m_0(0)=m_1(0)=1/2$, so $S(0)=1$, $D(0)=0$ and $F(0)=q$. The choices $(r,q)=(r_-,r_+)$ and $(r_+,r_-)$ yield

$$
iaD+r_+S=r_+e^{-r_-t},\qquad iaD+r_-S=r_-e^{-r_+t}.
$$

Subtracting removes $D$:

$$
S(t)=\frac{r_+e^{-r_-t}-r_-e^{-r_+t}}{r_+-r_-}.
$$

As a numerical instance, take $a=3$ and $k=5$ in the same units. The square root is $\sqrt{25-9}=4$, so $r_-=1$ and $r_+=9$, with product $9=a^2$. The signal is

$$
S(t)=\tfrac98e^{-t}-\tfrac18e^{-9t}.
$$

It starts at 1 with zero slope, as $\dot S(0)=iaD(0)=0$ requires. The scaled rate $k\,r_-=5$ is already near its limit $4.5$.

In the theorem, `hm` says that $m$ obeys the equation of motion at every real time, and `hi` fixes the starting values. The condition $a^2<k^2$ is strict because at $k=a$ the rates coincide and the formula loses its denominator. The step `key` is the calculation with $F$, used as `k1` and `k2` for the two choices; the last line subtracts them.

```lean
/-- For `a² < k²`, magnetizations that start equal at `1/2` and follow the evolution matrix
give a total signal that is an explicit combination of the narrow and broad decays. -/
theorem total_signal {a k : ℝ} (h : a ^ 2 < k ^ 2) {m : ℝ → Fin 2 → ℂ}
    (hm : ∀ t, HasDerivAt m (exchangeMatrix a k *ᵥ m t) t) (hi : m 0 = ![1 / 2, 1 / 2])
    (t : ℝ) :
    m t 0 + m t 1 = (broadRate a k * Complex.exp (-(narrowRate a k * t))
      - narrowRate a k * Complex.exp (-(broadRate a k * t)))
        / (broadRate a k - narrowRate a k) := by
  have h0 : ∀ t, HasDerivAt (fun t => m t 0)
      ((Complex.I * a - k) * m t 0 + k * m t 1) t := fun t =>
    (hasDerivAt_pi.1 (hm t) 0).congr_deriv (by
      simp [exchangeMatrix, Matrix.mulVec, dotProduct, Fin.sum_univ_two])
  have h1 : ∀ t, HasDerivAt (fun t => m t 1)
      (k * m t 0 + (-(Complex.I * a) - k) * m t 1) t := fun t =>
    (hasDerivAt_pi.1 (hm t) 1).congr_deriv (by
      simp [exchangeMatrix, Matrix.mulVec, dotProduct, Fin.sum_univ_two])
  have e0 : m 0 0 = 1 / 2 := by rw [hi]; rfl
  have e1 : m 0 1 = 1 / 2 := by rw [hi]; rfl
  -- each rate r has a combination of the magnetizations decaying purely with r
  have key : ∀ r q : ℝ, r + q = 2 * k → r * q = a ^ 2 →
      Complex.I * a * (m t 0 - m t 1) + q * (m t 0 + m t 1)
        = q * Complex.exp (-(r * t)) := by
    intro r q hsum hprod
    have hsC : (r : ℂ) + q = 2 * k := by exact_mod_cast hsum
    have hpC : (r : ℂ) * q = (a : ℂ) ^ 2 := by exact_mod_cast hprod
    have hd := exponential_decay
      (f := fun t => Complex.I * a * (m t 0 - m t 1) + q * (m t 0 + m t 1)) r
      (fun t => ((((h0 t).fun_sub (h1 t)).const_mul (Complex.I * a)).fun_add
        (((h0 t).fun_add (h1 t)).const_mul (q : ℂ))).congr_deriv (by
          linear_combination (a : ℂ) ^ 2 * (m t 0 + m t 1) * Complex.I_sq
            + (m t 0 + m t 1) * hpC + Complex.I * a * (m t 0 - m t 1) * hsC)) t
    simp only [e0, e1] at hd
    linear_combination hd
  have hp := narrowRate_mul_broadRate h.le
  have k1 := key (narrowRate a k) (broadRate a k) (by unfold narrowRate broadRate; ring) hp
  have k2 := key (broadRate a k) (narrowRate a k) (by unfold narrowRate broadRate; ring)
    (by rw [mul_comm]; exact hp)
  have hs : 0 < √(k ^ 2 - a ^ 2) := Real.sqrt_pos.2 (sub_pos.2 h)
  have hr : broadRate a k - narrowRate a k ≠ 0 := by
    unfold narrowRate broadRate
    intro h'
    linarith
  have hne : (broadRate a k : ℂ) - narrowRate a k ≠ 0 := by
    rw [← Complex.ofReal_sub]
    exact Complex.ofReal_ne_zero.2 hr
  rw [eq_div_iff hne]
  linear_combination k1 - k2
```

The broad term has magnitude $r_-/(r_+-r_-)$ in a signal that starts at 1; in the instance above it is $1/8$. For large $k$ the numerator $r_-=(k\,r_-)/k$ tends to zero, while the denominator $r_+-r_-=2k-2r_-$ grows without bound. The ratio therefore vanishes, and the coefficient of the narrow decay, which is 1 plus this ratio, tends to 1. The doublet has become one line at its centre, with a width set by $r_-$. In the proof, `hN` and `hD` are the limits of numerator and denominator.

```lean
/-- The narrow rate divided by the difference `broadRate a k - narrowRate a k` tends to zero as the
flip rate grows. -/
theorem broad_weight_tendsto_zero (a : ℝ) :
    Tendsto (fun k : ℝ => narrowRate a k / (broadRate a k - narrowRate a k))
      atTop (𝓝 0) := by
  have hN : Tendsto (fun k : ℝ => narrowRate a k) atTop (𝓝 0) := by
    refine ((tendsto_mul_narrowRate a).div_atTop tendsto_id).congr' ?_
    filter_upwards [eventually_gt_atTop (0 : ℝ)] with k hk
    exact mul_div_cancel_left₀ _ hk.ne'
  have hD : Tendsto (fun k : ℝ => broadRate a k - narrowRate a k) atTop atTop := by
    refine ((tendsto_id.const_mul_atTop (two_pos : (0 : ℝ) < 2)).atTop_add
      (hN.const_mul (-2))).congr (fun k => ?_)
    simp only [id, narrowRate, broadRate]
    ring
  exact hN.div_atTop hD

end

end ScalarDoubletCollapse
```

```lean
#print axioms ScalarDoubletCollapse.doublet_collapse
#print axioms ScalarDoubletCollapse.narrowRate_strictAntiOn
#print axioms ScalarDoubletCollapse.total_signal
#print axioms ScalarDoubletCollapse.broad_weight_tendsto_zero
```

```
'ScalarDoubletCollapse.doublet_collapse' depends on axioms: [propext, Classical.choice, Quot.sound]
'ScalarDoubletCollapse.narrowRate_strictAntiOn' depends on axioms: [propext, Classical.choice, Quot.sound]
'ScalarDoubletCollapse.total_signal' depends on axioms: [propext, Classical.choice, Quot.sound]
'ScalarDoubletCollapse.broad_weight_tendsto_zero' depends on axioms: [propext, Classical.choice, Quot.sound]
```
